# A mirror-symmetric quadrature rule exact to degree 2m is exact to degree 2m+1

Let a finite rule with nodes $x_i$ and weights $w_i$ assign $Qf = \sum_i w_i f(x_i)$ to a real function $f$, as an approximation to $If = \int_{c-L}^{c+L} \rho(t) f(t)\,dt$. Here $c$ is the centre of the interval, $L$ its half-width, and $\rho$ an integrable weight function with $\rho(2c-t) = \rho(t)$; the plain integral is the case $\rho = 1$. Call the rule mirror-symmetric if a permutation $\sigma$ of the node labels satisfies $x_{\sigma(i)} = 2c - x_i$ and $w_{\sigma(i)} = w_i$, and exact up to degree $d$ if $Qp = Ip$ for every real polynomial $p$ of degree at most $d$. For a mirror-symmetric rule and every integer $m \ge 0$,

$$\text{exact up to degree } 2m \;\Longrightarrow\; \text{exact up to degree } 2m+1 .$$

It follows that if such a rule is exact up to degree $d$ but not up to degree $d+1$, then $d$ is odd.

## Where a code relies on it

A grid or finite-element code that evaluates overlap and potential matrix elements panel by panel can read off from the degree of exactness which polynomial integrands each panel rule is guaranteed to reproduce, and for a one-dimensional rule on a finite panel, with a weight function even about the panel's centre and in exact arithmetic, mirror symmetry adds one degree to any even degree of exactness. Simpson's rule, with three nodes, integrates cubics. For such a weight function, a routine that validates tabulated nodes and weights can verify the mirror symmetry and then compare only the moments of $(t-c)^k$ with even $k$. If it reports an even highest exact degree for a rule meant to be symmetric, the table, the tolerance or the test is at fault.

## Derivation

Call $f$ odd about $c$ if $f(2c-t) = -f(t)$ for all $t$.

Step 1: the rule annihilates odd functions. A finite sum is unchanged when its terms are relabelled by $\sigma$, so

$$Qf = \sum_i w_{\sigma(i)} f(x_{\sigma(i)}) = \sum_i w_i f(2c - x_i) = -\sum_i w_i f(x_i) = -Qf ,$$

and $Qf = 0$.

Step 2: so does the integral. For continuous $f$ the product $g = \rho f$ is integrable on the interval. The substitution $t = 2c - s$ has $dt = -ds$ and exchanges the limits, so

$$If = \int_{c+L}^{c-L} g(2c-s)\,(-ds) = \int_{c-L}^{c+L} \rho(2c-s) f(2c-s)\,ds = -\int_{c-L}^{c+L} \rho(s) f(s)\,ds = -If ,$$

and $If = 0$ for $f$ odd about $c$.

Step 3: reduce exactness to centred moments. Write $Q_k$ and $I_k$ for $Q$ and $I$ applied to $(t-c)^k$. A polynomial of degree at most $d$ has the expansion $p(t) = \sum_{k=0}^{d} a_k (t-c)^k$ with real coefficients $a_k$. Both $Q$ and $I$ are linear, hence

$$Qp - Ip = \sum_{k=0}^{d} a_k (Q_k - I_k).$$

If $Q_k = I_k$ for all $k \le d$ the rule is exact up to $d$. Conversely, exactness applied to $p = (t-c)^k$ gives $Q_k = I_k$. No symmetry enters this step.

Step 4: discard the odd moments. For odd $k$, $(2c - t - c)^k = (-(t-c))^k = -(t-c)^k$, so steps 1 and 2 give $Q_k = 0 = I_k$. A symmetric rule is therefore exact up to $d$ if and only if $Q_k = I_k$ for the even $k \le d$.

Step 5: count. An even $k \le 2m+1$ satisfies $k \le 2m$, so degrees $2m$ and $2m+1$ impose the same conditions. If the rule is exact up to $d$ and $d = 2m$, it is exact up to $d+1$; failure at $d+1$ thus forces $d$ to be odd.

For $\rho = 1$ the moments are $I_k = \left(L^{k+1} - (-L)^{k+1}\right)/(k+1)$. Simpson's rule has nodes $x_0 = c-L$, $x_1 = c$, $x_2 = c+L$, weights $L/3$, $4L/3$, $L/3$ and $\sigma(i) = 2-i$. It gives $Q_0 = 2L = I_0$, $Q_1 = 0 = I_1$, $Q_2 = 2L^3/3 = I_2$, so it is exact to degree 2 and then to degree 3. At degree 4, $Q_4 - I_4 = 2L^5/3 - 2L^5/5 = 4L^5/15$, which is nonzero for $L \neq 0$: the conclusion $2m+1$ cannot in general be raised to $2m+2$. The one-point rule with node $c-L$ and weight $2L$ has $Q_0 = 2L = I_0$ but $Q_1 = -2L^2 \neq 0 = I_1$, so without the symmetry, exactness up to an even degree does not guarantee exactness up to the next degree.

## A numerical instance and a trap

Take Simpson's rule on $[1,3]$, so $c = 2$, $L = 1$, with weights $1/3$, $4/3$, $1/3$. For $p(t) = t^3$,

$$Qp = \frac{1 + 4\cdot 8 + 27}{3} = 20, \qquad Ip = \frac{81 - 1}{4} = 20 .$$

With $u = t - 2$ one has $t^3 = 8 + 12u + 6u^2 + u^3$, and both sides equal $8\cdot 2 + 6 \cdot \tfrac23 = 20$, the terms in $u$ and $u^3$ contributing zero. For $t^4$ the rule gives $146/3$ and the integral $242/5$, a difference of $4/15$.

The instance shows where the derivation can go wrong. The shortcut "$t^{2m+1}$ is odd, so both sides vanish" is valid only for $c = 0$; above, $t^3$ gives 20 on both sides, and it is $(t-c)^3$ that vanishes. The same care applies to the weight. A radial Jacobian $\rho(r) = r^2$ is not even about the centre $c > 0$ of a panel, so the theorem does not apply with it as the weight; one way to use the theorem is to count $r^2$ as part of the integrand with $\rho = 1$, where it uses up two degrees. Symmetric nodes with unequal weights can also fail: nodes $-1, 1$ with weights $1/2, 3/2$ on $[-1,1]$ integrate constants exactly but return $1$ for $f(t) = t$.

## The Lean file

```lean
import Mathlib

open Polynomial MeasureTheory Finset

namespace SymmetricQuadrature

noncomputable section

variable {ι : Type*} [Fintype ι]

/-- The quadrature sum `∑ wᵢ f(xᵢ)` of a finite rule with nodes `x` and weights `w`. -/
def quad (x w : ι → ℝ) (f : ℝ → ℝ) : ℝ := ∑ i, w i * f (x i)

/-- The integral of `f` against the weight function `ρ` from `c - L` to `c + L`. -/
def wint (ρ : ℝ → ℝ) (c L : ℝ) (f : ℝ → ℝ) : ℝ := ∫ t in (c - L)..(c + L), ρ t * f t

/-- The rule reproduces the weighted integral of every polynomial of degree at most `d`. -/
def ExactUpTo (x w : ι → ℝ) (ρ : ℝ → ℝ) (c L : ℝ) (d : ℕ) : Prop :=
  ∀ p : ℝ[X], p.natDegree ≤ d →
    quad x w (fun t => p.eval t) = wint ρ c L (fun t => p.eval t)

/-- Some permutation of the nodes sends each node to its mirror image `2c - xᵢ`
and preserves the weights. -/
def MirrorSymmetric (c : ℝ) (x w : ι → ℝ) : Prop :=
  ∃ σ : Equiv.Perm ι, ∀ i, x (σ i) = 2 * c - x i ∧ w (σ i) = w i

/-- A mirror-symmetric rule gives zero on every function that is odd about the centre `c`. -/
theorem quad_odd {c : ℝ} {x w : ι → ℝ} (hs : MirrorSymmetric c x w) {f : ℝ → ℝ}
    (hf : ∀ t, f (2 * c - t) = -f t) : quad x w f = 0 := by
  obtain ⟨σ, h⟩ := hs
  -- relabelling the nodes by the mirror map flips the sign of the sum
  have key : ∑ i, w i * f (x i) = -∑ i, w i * f (x i) :=
    calc ∑ i, w i * f (x i) = ∑ i, w (σ i) * f (x (σ i)) :=
          (Equiv.sum_comp σ (fun i => w i * f (x i))).symm
      _ = ∑ i, -(w i * f (x i)) :=
          Finset.sum_congr rfl fun i _ => by
            rw [(h i).1, (h i).2, hf]
            ring
      _ = -∑ i, w i * f (x i) := by rw [Finset.sum_neg_distrib]
  unfold quad
  linarith

/-- For an integrable weight even about `c` and a continuous `f` odd about `c`, the product
`ρ f` is integrable between `c - L` and `c + L` and its integral vanishes. -/
theorem wint_odd {ρ : ℝ → ℝ} {c L : ℝ} (hρ : IntervalIntegrable ρ volume (c - L) (c + L))
    (hρs : ∀ t, ρ (2 * c - t) = ρ t) {f : ℝ → ℝ} (hc : Continuous f)
    (hf : ∀ t, f (2 * c - t) = -f t) :
    IntervalIntegrable (fun t => ρ t * f t) volume (c - L) (c + L) ∧ wint ρ c L f = 0 := by
  refine ⟨hρ.mul_continuousOn hc.continuousOn, ?_⟩
  -- the substitution t ↦ 2c - t maps the interval to itself
  have h := intervalIntegral.integral_comp_sub_left (a := c - L) (b := c + L)
    (fun t => ρ t * f t) (2 * c)
  rw [show 2 * c - (c + L) = c - L by ring, show 2 * c - (c - L) = c + L by ring] at h
  simp only [hρs, hf, mul_neg, intervalIntegral.integral_neg] at h
  unfold wint
  linarith

/-- For an integrable weight, a rule is exact up to degree `d` if and only if it reproduces
the centred moments of `(t - c)^k` for all `k ≤ d`. -/
theorem exactUpTo_iff_moments (x w : ι → ℝ) {ρ : ℝ → ℝ} {c L : ℝ}
    (hρ : IntervalIntegrable ρ volume (c - L) (c + L)) (d : ℕ) :
    ExactUpTo x w ρ c L d ↔
      ∀ k ≤ d, quad x w (fun t => (t - c) ^ k) = wint ρ c L (fun t => (t - c) ^ k) := by
  constructor
  · intro h k hk
    have h1 := h ((X - C c) ^ k)
      (by rw [natDegree_pow, natDegree_X_sub_C, mul_one]; exact hk)
    simpa only [eval_pow, eval_sub, eval_X, eval_C] using h1
  · intro h p hp
    -- expand p in powers of t - c
    have hp' : ∀ t, p.eval t = ∑ k ∈ range (d + 1), (taylor c p).coeff k * (t - c) ^ k := by
      intro t
      have h1 : (taylor c p).eval (t - c) = p.eval t := by simp [taylor_apply, eval_comp]
      have hlt : (taylor c p).natDegree < d + 1 := by
        rw [natDegree_taylor]
        omega
      exact h1.symm.trans (eval_eq_sum_range' hlt (t - c))
    have hint : ∀ f : ℝ → ℝ, Continuous f →
        IntervalIntegrable (fun t => ρ t * f t) volume (c - L) (c + L) :=
      fun f hf => hρ.mul_continuousOn hf.continuousOn
    -- both the integral and the rule are linear
    have hi : ∀ (a : ℕ → ℝ) (n : ℕ), wint ρ c L (fun t => ∑ k ∈ range n, a k * (t - c) ^ k)
        = ∑ k ∈ range n, a k * wint ρ c L (fun t => (t - c) ^ k) := by
      intro a n
      induction n with
      | zero => simp [wint]
      | succ n ih =>
        have hc1 : Continuous fun t : ℝ => ∑ k ∈ range n, a k * (t - c) ^ k := by fun_prop
        have hc2 : Continuous fun t : ℝ => a n * (t - c) ^ n := by fun_prop
        simp only [sum_range_succ, wint, mul_add] at ih ⊢
        rw [intervalIntegral.integral_add (hint _ hc1) (hint _ hc2), ih]
        congr 1
        rw [← intervalIntegral.integral_const_mul]
        congr 1
        ext t
        ring
    have hq : quad x w (fun t => p.eval t) =
        ∑ k ∈ range (d + 1), (taylor c p).coeff k * quad x w (fun t => (t - c) ^ k) := by
      simp only [quad, hp', Finset.mul_sum]
      rw [Finset.sum_comm]
      exact Finset.sum_congr rfl fun k _ => Finset.sum_congr rfl fun i _ => by ring
    rw [hq]
    simp only [hp']
    rw [hi (fun k => (taylor c p).coeff k)]
    exact Finset.sum_congr rfl fun k hk => by
      rw [h k (Nat.lt_succ_iff.mp (mem_range.mp hk))]

/-- A mirror-symmetric rule for an integrable weight even about `c` is exact up to degree `d`
if and only if it reproduces the centred moments of even order `k ≤ d`. -/
theorem exactUpTo_iff_even_moments {x w : ι → ℝ} {ρ : ℝ → ℝ} {c L : ℝ}
    (hρ : IntervalIntegrable ρ volume (c - L) (c + L)) (hρs : ∀ t, ρ (2 * c - t) = ρ t)
    (hs : MirrorSymmetric c x w) (d : ℕ) :
    ExactUpTo x w ρ c L d ↔ ∀ k ≤ d, Even k →
      quad x w (fun t => (t - c) ^ k) = wint ρ c L (fun t => (t - c) ^ k) := by
  rw [exactUpTo_iff_moments x w hρ]
  refine ⟨fun h k hk _ => h k hk, fun h k hk => ?_⟩
  rcases Nat.even_or_odd k with he | ho
  · exact h k hk he
  · -- odd moments vanish on both sides
    have hf : ∀ t : ℝ, (2 * c - t - c) ^ k = -(t - c) ^ k := fun t => by
      rw [show 2 * c - t - c = -(t - c) by ring, ho.neg_pow]
    have hc : Continuous fun t : ℝ => (t - c) ^ k := by fun_prop
    rw [quad_odd (f := fun t => (t - c) ^ k) hs hf, (wint_odd hρ hρs hc hf).2]

/-- A mirror-symmetric rule for an integrable weight even about `c` that is exact up to
degree `2m` is exact up to degree `2m + 1`. -/
theorem exactUpTo_odd_of_even {x w : ι → ℝ} {ρ : ℝ → ℝ} {c L : ℝ}
    (hρ : IntervalIntegrable ρ volume (c - L) (c + L)) (hρs : ∀ t, ρ (2 * c - t) = ρ t)
    (hs : MirrorSymmetric c x w) {m : ℕ} (h : ExactUpTo x w ρ c L (2 * m)) :
    ExactUpTo x w ρ c L (2 * m + 1) := by
  rw [exactUpTo_iff_even_moments hρ hρs hs] at h ⊢
  intro k hk he
  refine h k ?_ he
  obtain ⟨j, hj⟩ := he
  omega

/-- If a mirror-symmetric rule for an integrable weight even about `c` is exact up to
degree `d` but not up to degree `d + 1`, then `d` is odd. -/
theorem odd_degree_of_precision {x w : ι → ℝ} {ρ : ℝ → ℝ} {c L : ℝ}
    (hρ : IntervalIntegrable ρ volume (c - L) (c + L)) (hρs : ∀ t, ρ (2 * c - t) = ρ t)
    (hs : MirrorSymmetric c x w) {d : ℕ} (h : ExactUpTo x w ρ c L d)
    (hn : ¬ ExactUpTo x w ρ c L (d + 1)) : Odd d := by
  rcases Nat.even_or_odd' d with ⟨m, rfl | rfl⟩
  · exact absurd (exactUpTo_odd_of_even hρ hρs hs h) hn
  · exact ⟨m, rfl⟩

/-- The centred moments of the unit weight are `(L^(k+1) - (-L)^(k+1)) / (k+1)`. -/
theorem unit_moment (c L : ℝ) (k : ℕ) :
    wint (fun _ => 1) c L (fun t => (t - c) ^ k) = (L ^ (k + 1) - (-L) ^ (k + 1)) / (k + 1) := by
  have h := intervalIntegral.integral_comp_sub_right (a := c - L) (b := c + L)
    (fun t : ℝ => t ^ k) c
  simp only [integral_pow] at h
  simp only [wint, one_mul]
  rw [h, show c + L - c = L by ring, show c - L - c = -L by ring]

/-- Nodes of Simpson's rule: both endpoints and the centre. -/
def simpsonNodes (c L : ℝ) : Fin 3 → ℝ := ![c - L, c, c + L]

/-- Weights of Simpson's rule: `L/3`, `4L/3`, `L/3`. -/
def simpsonWeights (L : ℝ) : Fin 3 → ℝ := ![L / 3, 4 * L / 3, L / 3]

/-- For `L ≠ 0` and unit weight, Simpson's rule is mirror-symmetric, exact up to degree 2
and up to degree 3, and not exact up to degree 4. -/
theorem simpson_witness (c : ℝ) {L : ℝ} (hL : L ≠ 0) :
    MirrorSymmetric c (simpsonNodes c L) (simpsonWeights L) ∧
    ExactUpTo (simpsonNodes c L) (simpsonWeights L) (fun _ => 1) c L 2 ∧
    ExactUpTo (simpsonNodes c L) (simpsonWeights L) (fun _ => 1) c L 3 ∧
    ¬ ExactUpTo (simpsonNodes c L) (simpsonWeights L) (fun _ => 1) c L 4 := by
  have h1 : IntervalIntegrable (fun _ : ℝ => (1 : ℝ)) volume (c - L) (c + L) :=
    continuous_const.intervalIntegrable _ _
  have hq : ∀ f : ℝ → ℝ, quad (simpsonNodes c L) (simpsonWeights L) f
      = L / 3 * f (c - L) + 4 * L / 3 * f c + L / 3 * f (c + L) := fun f => by
    simp [quad, simpsonNodes, simpsonWeights, Fin.sum_univ_three]
  have hs : MirrorSymmetric c (simpsonNodes c L) (simpsonWeights L) := by
    refine ⟨Fin.revPerm, fun i => ?_⟩
    fin_cases i
    · exact ⟨by show c + L = 2 * c - (c - L); ring, rfl⟩
    · exact ⟨by show c = 2 * c - c; ring, rfl⟩
    · exact ⟨by show c - L = 2 * c - (c + L); ring, rfl⟩
  have h2 : ExactUpTo (simpsonNodes c L) (simpsonWeights L) (fun _ => 1) c L 2 := by
    rw [exactUpTo_iff_moments _ _ h1]
    intro k hk
    rw [hq, unit_moment]
    interval_cases k <;> (push_cast; ring)
  -- degree 3 follows from degree 2 together with the symmetry
  refine ⟨hs, h2, exactUpTo_odd_of_even (m := 1) h1 (fun _ => rfl) hs h2, fun h => ?_⟩
  have h4 := (exactUpTo_iff_moments _ _ h1 4).1 h 4 le_rfl
  rw [hq, unit_moment] at h4
  push_cast at h4
  exact pow_ne_zero 5 hL (by linear_combination (15 / 4) * h4)

/-- For `L ≠ 0` and unit weight, the one-point rule with node `c - L` and weight `2L` is exact
up to degree 0 but not up to degree 1. -/
theorem endpoint_rule_no_gain (c : ℝ) {L : ℝ} (hL : L ≠ 0) :
    ExactUpTo (fun _ : Unit => c - L) (fun _ => 2 * L) (fun _ => 1) c L 0 ∧
    ¬ ExactUpTo (fun _ : Unit => c - L) (fun _ => 2 * L) (fun _ => 1) c L 1 := by
  have h1 : IntervalIntegrable (fun _ : ℝ => (1 : ℝ)) volume (c - L) (c + L) :=
    continuous_const.intervalIntegrable _ _
  have hq : ∀ f : ℝ → ℝ, quad (fun _ : Unit => c - L) (fun _ => 2 * L) f
      = 2 * L * f (c - L) := fun f => by simp [quad]
  constructor
  · rw [exactUpTo_iff_moments _ _ h1]
    intro k hk
    rw [hq, unit_moment]
    interval_cases k
    push_cast
    ring
  · intro h
    have h2 := (exactUpTo_iff_moments _ _ h1 1).1 h 1 le_rfl
    rw [hq, unit_moment] at h2
    push_cast at h2
    exact pow_ne_zero 2 hL (by linear_combination (-1 / 2) * h2)

end

end SymmetricQuadrature
```

```lean
#print axioms SymmetricQuadrature.odd_degree_of_precision
#print axioms SymmetricQuadrature.endpoint_rule_no_gain
```

```
'SymmetricQuadrature.odd_degree_of_precision' depends on axioms: [propext, Classical.choice, Quot.sound]
'SymmetricQuadrature.endpoint_rule_no_gain' depends on axioms: [propext, Classical.choice, Quot.sound]
```

## Reading the statements

The node labels form an arbitrary finite type `ι`, and `x w : ι → ℝ` hold nodes and weights. The definitions `quad x w f` and `wint ρ c L f` are $Qf$ and $If$. In `ExactUpTo x w ρ c L d` the condition `p.natDegree ≤ d` ranges over all real polynomials of degree at most $d$, the zero polynomial included, so exactness up to $d$ always contains exactness up to every lower degree. `MirrorSymmetric c x w` asks for one permutation that reflects the nodes and preserves the weights; it need not be an involution. Nodes may repeat or lie outside the interval, and neither the weights nor $\rho$ have a prescribed sign.

The main theorem `exactUpTo_odd_of_even` takes integrability `hρ`, evenness `hρs`, symmetry `hs` and exactness up to `2 * m`, and returns exactness up to `2 * m + 1`; the case $m = 0$ is included. Evenness is required for all real $t$, which costs nothing, because values of $\rho$ outside the interval do not affect the integral and can be redefined. The half-width $L$ is any real number: the integral is oriented, so negative $L$ reverses its sign and $L = 0$ makes it vanish. Only the two example theorems assume `L ≠ 0`. Mathlib assigns the value zero to the integral of a non-integrable function, which is why `hρ` is needed for linearity and why `wint_odd` states the integrability of $\rho f$ next to the vanishing of its integral.

## How the proof follows the derivation

The lemma `quad_odd` is step 1: `Equiv.sum_comp` relabels the sum by $\sigma$, each term is rewritten with the two symmetry equations and `hf`, and `linarith` turns $Q f= -Qf$ into $Qf = 0$. In `wint_odd`, step 2, `intervalIntegral.integral_comp_sub_left` performs the substitution and two `ring` identities show that the limits return to $c - L$ and $c + L$.

Step 3 is `exactUpTo_iff_moments`. The forward direction applies exactness to `(X - C c) ^ k`. In the backward direction the coefficients $a_k$ are `(taylor c p).coeff k`, and `hp'` is the expansion about $c$. Linearity of the integral, `hi`, is an induction on the number of terms in which `hint` supplies the integrability that `intervalIntegral.integral_add` demands. Linearity of the rule, `hq`, exchanges two finite sums.

Step 4 is `exactUpTo_iff_even_moments`, which splits on the parity of $k$ and, for odd $k$, rewrites both sides to zero with the first two lemmas. Step 5 rewrites hypothesis and goal of `exactUpTo_odd_of_even` as even-moment conditions, and `omega` derives $k \le 2m$ from $k = j + j \le 2m+1$. The corollary `odd_degree_of_precision` excludes even $d$ by contradiction with `hn`.

For the examples, `unit_moment` gives $I_k$ by shifting the variable by $c$. In `simpson_witness` the permutation is `Fin.revPerm`, the moments $k = 0, 1, 2$ are checked one by one, degree 3 comes from the main theorem with `m := 1`, and multiplying the supposed equality $Q_4 = I_4$ by $15/4$ yields $L^5 = 0$. In `endpoint_rule_no_gain` the factor $-1/2$ turns $Q_1 = I_1$ into $L^2 = 0$.

## Guarantees and limits

The theorems concern polynomial exactness of one rule on one finite interval over the real numbers. Exactness up to $2m$, the mirror symmetry and the properties of $\rho$ are assumed; apart from the two examples, no rule is constructed. The subject is the degree of exactness, so there is no error bound for non-polynomial integrands and no convergence rate for composite rules under refinement. Rules on an infinite line, rules that use derivative values and complex integrands are not covered. The corollary describes a degree $d$ at which exactness holds and then stops, without claiming that one exists; a rule that already fails on constants has none. Rounding is absent from the model, so in floating point the symmetry of stored nodes and the cancellation of odd terms are subject to rounding error.

The lemma `quad_odd` asks for no continuity and no exactness, so a mirror-symmetric rule returns zero for any integrand odd about $c$, such as $\psi(t)\,(t-c)\,\phi(t)$ for real functions $\psi, \phi$ that are both even or both odd about $c$. The same five steps carry over on paper, though the file does not treat this case, to a rule on a bounded domain in several dimensions, with an integrable weight function, whose nodes, weights, domain and weight function are invariant under inversion through a point: centred monomials of odd total degree change sign, so exactness up to total degree $2m$ extends to $2m+1$.
